# An open SSH chain with N cells and positive hoppings has an in-gap energy exactly when v/w < N/(N+1)

A code can build the open Su–Schrieffer–Heeger (SSH) chain correctly, with intracell hopping $v$ smaller than intercell hopping $w$, and still find no level inside the bulk gap. With $v=0.9$ and $w=1$ the exact spectrum has no such level for any chain of up to nine cells; at nine cells a level lies exactly on the gap edge. A test that expects edge states whenever $v<w$ then reports a bug that isn't there.

## The threshold and the minimum length

For $v,w>0$ the infinite chain has its gap at $|E|<|v-w|$. The open chain with $N$ complete cells has an energy in that window if and only if

$$\frac vw<\frac N{N+1}.$$

This means $v(N+1)<wN$, so for $v<w$ the condition is $N>v/(w-v)$.

## Choosing a chain length for an edge-state test

For this non-interacting, disorder-free chain, the bound gives the smallest size at which a search for in-gap levels can succeed. That size diverges as $v$ approaches $w$ from below, and for $v\ge w$ no size suffices. Parameters exactly at the threshold make poor test cases: a level sits on the gap edge, and rounding decides a strict comparison.

## From amplitudes to a secular equation

Number the cells $n=0,\dots,N-1$, with $N\ge1$. Let $a_n$ be the A amplitude and $b_{n+1}$ the B amplitude of cell $n$, with $b_0=0$ and $a_N=0$ just outside the chain. Then

$$v b_{n+1}+w b_n=E a_n,\qquad v a_n+w a_{n+1}=E b_{n+1}.$$

Multiply the second equation by $E$ and insert the first. For $n+1<N$,

$$vw(b_{n+2}+b_n)=-(v^2+w^2-E^2)\,b_{n+1}.$$

Define $x$ by $vwx=v^2+w^2-E^2$, and write $b_n=(-1)^{n+1}u_n b_1$. The envelope $u_n$ obeys

$$u_0=0,\quad u_1=1,\quad u_{n+2}=xu_{n+1}-u_n.$$

Here $b_1\neq0$: otherwise every $b_n$ vanishes, and the second equation, followed down from $a_N=0$, removes every $a_n$ too. In the last cell, $a_N=0$ gives $(v^2-E^2)b_N+vw\,b_{N-1}=0$. Since $v^2-E^2=vwx-w^2$, this is

$$v u_{N+1}=w u_N.$$

Conversely, if $E\ne0$ and this equation holds, $b_n=(-1)^nu_n$ and $a_n=(vb_{n+1}+wb_n)/E$ form an eigenvector.

Placing the right-hand wall at $b_{N+1}=0$ instead of $a_N=0$ describes a different chain, with an extra A site at the right end. States with $b_1\ne0$ then require $u_{N+1}=0$, which has no solution with $x>2$, but there is also a zero-energy state with every $b_n=0$ and $a_{n+1}=-(v/w)a_n$. The threshold derived here doesn't apply to that chain.

**Necessity.** An energy in the gap has $E^2<(v-w)^2$, which is $x>2$. Then $u_{n+1}>0$ and $(n+2)u_{n+1}<(n+1)u_{n+2}$ for all $n\ge0$. At $n=0$ this reads $2<x$, and the induction step is

$$(n+2)u_{n+3}-(n+3)u_{n+2}=(n+2)(x-2)u_{n+2}+\big[(n+1)u_{n+2}-(n+2)u_{n+1}\big]>0.$$

With $n=N-1$, $v/w=u_N/u_{N+1}<N/(N+1)$.

**Sufficiency.** Let $F_n(x)=vu_{n+1}-wu_n$. At $x=2$, $u_n=n$, so $F_N(2)=v(N+1)-wN<0$. At the zero-energy value $y=v/w+w/v$, the recursion gives $wF_{n+1}=vF_n$ with $F_0=v$, so $F_N(y)=v(v/w)^N>0$. By continuity there is a root $x$ strictly between $2$ and $y$. It gives $E=\sqrt{v^2+w^2-vwx}$, with $0<E<|v-w|$.

**Two cells by hand.** The secular equation is $v(x^2-1)=wx$. For $v=1,w=2$, the root $x=1+\sqrt2$ gives $E^2=3-2\sqrt2$, so $|E|=\sqrt2-1\approx0.414$, inside the gap edge at $1$. For $v=2,w=3$, the roots $x=2$ and $x=-\tfrac12$ give $|E|=1$ and $|E|=4$: nothing lies below the gap edge at $1$, although $v<w$.

## The Lean file

```lean
import Mathlib

open Matrix

namespace SSHFiniteSizeThreshold

noncomputable section

/-- Hopping from the B sites to the A sites: `v` within a cell, `w` from the B site of a cell
to the A site of the next cell. -/
def hopping (N : ℕ) (v w : ℝ) : Matrix (Fin N) (Fin N) ℝ :=
  Matrix.of fun i j => (if i = j then v else 0) + (if (i : ℕ) = j + 1 then w else 0)

/-- The Hamiltonian of the open SSH chain with `N` cells; the left summand of the index type
labels A sites, the right one B sites. -/
def hamiltonian (N : ℕ) (v w : ℝ) : Matrix (Fin N ⊕ Fin N) (Fin N ⊕ Fin N) ℝ :=
  Matrix.fromBlocks 0 (hopping N v w) (hopping N v w)ᵀ 0

/-- `E` is an energy of the open chain: the Hamiltonian has a nonzero eigenvector for `E`. -/
def IsEnergy (N : ℕ) (v w E : ℝ) : Prop :=
  ∃ ψ : Fin N ⊕ Fin N → ℝ, ψ ≠ 0 ∧ hamiltonian N v w *ᵥ ψ = E • ψ

/-- The envelope of the B amplitudes, with alternating signs removed: it vanishes at site zero
and obeys a three-term recursion with parameter `x`. -/
def envelope (x : ℝ) : ℕ → ℝ
  | 0 => 0
  | 1 => 1
  | n + 2 => x * envelope x (n + 1) - envelope x n

/-- The action of the Hamiltonian on A amplitudes `a n` and B amplitudes `b (n + 1)` that
vanish just outside the chain. -/
theorem hamiltonian_apply {N : ℕ} (v w : ℝ) (a b : ℕ → ℝ) (hb : b 0 = 0) (ha : a N = 0)
    (i : Fin N) :
    (hamiltonian N v w *ᵥ Sum.elim (fun j : Fin N => a j) (fun j : Fin N => b (j + 1)))
        (Sum.inl i) = v * b (i + 1) + w * b i ∧
    (hamiltonian N v w *ᵥ Sum.elim (fun j : Fin N => a j) (fun j : Fin N => b (j + 1)))
        (Sum.inr i) = v * a i + w * a (i + 1) := by
  have h1 : ∑ j : Fin N, (if (i : ℕ) = j + 1 then w else 0) * b (j + 1) = w * b i := by
    obtain ⟨i, hi⟩ := i
    cases i with
    | zero => simp [hb]
    | succ k =>
      rw [Finset.sum_eq_single (⟨k, by omega⟩ : Fin N)]
      · simp
      · intro j _ hj
        have hk : ¬ (k = (j : ℕ)) := fun h => hj (Fin.ext h.symm)
        simp [hk]
      · intro h
        exact absurd (Finset.mem_univ _) h
  have h2 : ∑ j : Fin N, (if (j : ℕ) = i + 1 then w else 0) * a j = w * a (i + 1) := by
    by_cases hi : (i : ℕ) + 1 < N
    · rw [Finset.sum_eq_single (⟨i + 1, hi⟩ : Fin N)]
      · simp
      · intro j _ hj
        have hk : ¬ ((j : ℕ) = i + 1) := fun h => hj (Fin.ext h)
        simp [hk]
      · intro h
        exact absurd (Finset.mem_univ _) h
    · have e : (i : ℕ) + 1 = N := by have := i.isLt; omega
      rw [e, ha, mul_zero]
      apply Finset.sum_eq_zero
      intro j _
      rw [if_neg (by have := j.isLt; omega), zero_mul]
  constructor
  · rw [← h1]
    simp [hamiltonian, hopping, Matrix.mulVec, dotProduct, add_mul, Finset.sum_add_distrib]
  · rw [← h2]
    simp [hamiltonian, hopping, Matrix.mulVec, dotProduct, add_mul, Finset.sum_add_distrib]

/-- The eigenvalue problem of the chain is equivalent to coupled equations for the sublattice
amplitudes with hard-wall boundary conditions. -/
theorem isEnergy_iff_amplitudes (N : ℕ) (v w E : ℝ) :
    IsEnergy N v w E ↔ ∃ a b : ℕ → ℝ, b 0 = 0 ∧ a N = 0 ∧
      (∃ n < N, a n ≠ 0 ∨ b (n + 1) ≠ 0) ∧
      ∀ n < N, v * b (n + 1) + w * b n = E * a n ∧
        v * a n + w * a (n + 1) = E * b (n + 1) := by
  constructor
  · rintro ⟨ψ, hne, h⟩
    -- extend the amplitudes by zero beyond the ends
    obtain ⟨a, ha, haN⟩ : ∃ a : ℕ → ℝ, (∀ i : Fin N, a i = ψ (Sum.inl i)) ∧ a N = 0 :=
      ⟨fun n => if h : n < N then ψ (Sum.inl ⟨n, h⟩) else 0, fun i => by simp, by simp⟩
    obtain ⟨b, hb, hb0⟩ : ∃ b : ℕ → ℝ, (∀ i : Fin N, b (i + 1) = ψ (Sum.inr i)) ∧ b 0 = 0 :=
      ⟨fun n => if h : 0 < n ∧ n - 1 < N then ψ (Sum.inr ⟨n - 1, h.2⟩) else 0,
        fun i => by simp, by simp⟩
    have hψ : ψ = Sum.elim (fun j : Fin N => a j) (fun j : Fin N => b (j + 1)) := by
      funext s
      rcases s with i | i
      · exact (ha i).symm
      · exact (hb i).symm
    refine ⟨a, b, hb0, haN, ?_, fun n hn => ?_⟩
    · by_contra hc
      apply hne
      funext s
      rcases s with i | i
      · rw [← ha i]
        by_contra h'
        exact hc ⟨i, i.isLt, Or.inl h'⟩
      · rw [← hb i]
        by_contra h'
        exact hc ⟨i, i.isLt, Or.inr h'⟩
    · rw [hψ] at h
      have H := hamiltonian_apply v w a b hb0 haN ⟨n, hn⟩
      exact ⟨H.1.symm.trans (congrFun h (Sum.inl ⟨n, hn⟩)),
        H.2.symm.trans (congrFun h (Sum.inr ⟨n, hn⟩))⟩
  · rintro ⟨a, b, hb0, haN, ⟨n, hn, hne⟩, h⟩
    refine ⟨Sum.elim (fun j : Fin N => a j) (fun j : Fin N => b (j + 1)), fun hz => ?_, ?_⟩
    · rcases hne with h' | h'
      · exact h' (congrFun hz (Sum.inl ⟨n, hn⟩))
      · exact h' (congrFun hz (Sum.inr ⟨n, hn⟩))
    · funext s
      rcases s with i | i
      · exact (hamiltonian_apply v w a b hb0 haN i).1.trans (h i i.isLt).1
      · exact (hamiltonian_apply v w a b hb0 haN i).2.trans (h i i.isLt).2

/-- For nonzero hoppings, every energy of the chain satisfies the secular equation for the envelope,
with `x` fixed by `v * w * x = v ^ 2 + w ^ 2 - E ^ 2`. -/
theorem secular_of_isEnergy {N : ℕ} {v w E x : ℝ} (hv : v ≠ 0) (hw : w ≠ 0)
    (hx : v * w * x = v ^ 2 + w ^ 2 - E ^ 2) (hE : IsEnergy N v w E) :
    v * envelope x (N + 1) = w * envelope x N := by
  obtain ⟨a, b, hb0, haN, ⟨n₀, hn₀, hne⟩, h⟩ := (isEnergy_iff_amplitudes N v w E).1 hE
  obtain ⟨m, rfl⟩ : ∃ m, N = m + 1 := ⟨N - 1, by omega⟩
  -- the B amplitudes are the staggered envelope
  have key : ∀ n, n ≤ m → b n = -(-1) ^ n * envelope x n * b 1 ∧
      b (n + 1) = (-1) ^ n * envelope x (n + 1) * b 1 := by
    intro n
    induction n with
    | zero => intro _; simp [envelope, hb0]
    | succ n ih =>
      intro hn
      obtain ⟨i1, i2⟩ := ih (by omega)
      refine ⟨by rw [i2]; ring, ?_⟩
      obtain ⟨e1, e2⟩ := h n (by omega)
      have e3 := (h (n + 1) (by omega)).1
      have r : envelope x (n + 1 + 1) = x * envelope x (n + 1) - envelope x n := rfl
      rw [r]
      apply mul_left_cancel₀ (mul_ne_zero hv hw)
      linear_combination v * e1 + w * e3 + E * e2 - v * w * i1 - v * w * x * i2
        + b (n + 1) * hx
  -- a vanishing first B amplitude would make the whole state vanish
  have hB : b 1 ≠ 0 := by
    intro hB
    have hb : ∀ n, n ≤ m → b (n + 1) = 0 := fun n hn => by rw [(key n hn).2, hB, mul_zero]
    have ha : ∀ k, k ≤ m + 1 → a (m + 1 - k) = 0 := by
      intro k
      induction k with
      | zero => intro _; exact haN
      | succ k ih =>
        intro hk
        have e := (h (m - k) (by omega)).2
        rw [hb (m - k) (by omega), show m - k + 1 = m + 1 - k by omega, ih (by omega)] at e
        rw [show m + 1 - (k + 1) = m - k by omega]
        have e' : v * a (m - k) = 0 := by linarith
        exact (mul_eq_zero.1 e').resolve_left hv
    rcases hne with h' | h'
    · have := ha (m + 1 - n₀) (by omega)
      rw [show m + 1 - (m + 1 - n₀) = n₀ by omega] at this
      exact h' this
    · exact h' (hb n₀ (by omega))
  -- the last cell supplies the boundary condition
  obtain ⟨i1, i2⟩ := key m le_rfl
  obtain ⟨e1, e2⟩ := h m (by omega)
  have r : envelope x (m + 1 + 1) = x * envelope x (m + 1) - envelope x m := rfl
  have hs : ((-1 : ℝ)) ^ m ≠ 0 := pow_ne_zero _ (by norm_num)
  rw [r]
  apply mul_left_cancel₀ (mul_ne_zero (mul_ne_zero hw hs) hB)
  linear_combination v * e1 + E * e2 - E * w * haN - (v ^ 2 - E ^ 2) * i2 - v * w * i1
    + (-1) ^ m * b 1 * envelope x (m + 1) * hx

/-- For a chain with at least one cell, a nonzero `E` whose envelope solves the secular equation is
an energy of the chain. -/
theorem isEnergy_of_secular {N : ℕ} {v w E x : ℝ} (hN : 0 < N) (hE : E ≠ 0)
    (hx : v * w * x = v ^ 2 + w ^ 2 - E ^ 2)
    (hs : v * envelope x (N + 1) = w * envelope x N) : IsEnergy N v w E := by
  refine (isEnergy_iff_amplitudes N v w E).2
    ⟨fun n => (v * ((-1) ^ (n + 1) * envelope x (n + 1)) + w * ((-1) ^ n * envelope x n)) / E,
      fun n => (-1) ^ n * envelope x n, by simp [envelope], ?_,
      ⟨0, hN, Or.inr (by simp [envelope])⟩, fun n _ => ⟨?_, ?_⟩⟩
  · beta_reduce
    rw [div_eq_iff hE]
    linear_combination -(-1) ^ N * hs
  · beta_reduce
    rw [← mul_div_assoc, mul_div_cancel_left₀ _ hE]
  · beta_reduce
    have r : envelope x (n + 1 + 1) = x * envelope x (n + 1) - envelope x n := rfl
    rw [r, ← mul_div_assoc, ← mul_div_assoc, ← add_div, div_eq_iff hE]
    linear_combination (-1) ^ n * envelope x (n + 1) * hx

/-- For `x > 2` the envelope is positive from site one onwards, and from each such site to the next
it grows by a larger factor than the site number does. -/
theorem envelope_growth {x : ℝ} (hx : 2 < x) (n : ℕ) :
    0 < envelope x (n + 1) ∧
      ((n : ℝ) + 2) * envelope x (n + 1) < ((n : ℝ) + 1) * envelope x (n + 2) := by
  induction n with
  | zero => simp [envelope, hx]
  | succ n ih =>
    obtain ⟨h1, h2⟩ := ih
    have hn : (0 : ℝ) ≤ n := Nat.cast_nonneg n
    have h3 : 0 < envelope x (n + 2) := by
      have : 0 < ((n : ℝ) + 1) * envelope x (n + 2) := lt_trans (by positivity) h2
      exact (mul_pos_iff_of_pos_left (by positivity)).1 this
    refine ⟨h3, ?_⟩
    have r : envelope x (n + 1 + 2) = x * envelope x (n + 2) - envelope x (n + 1) := rfl
    have h4 : 0 < ((n : ℝ) + 2) * (x - 2) * envelope x (n + 2) :=
      mul_pos (mul_pos (by positivity) (by linarith)) h3
    rw [r, show n + 1 + 1 = n + 2 from rfl]
    push_cast
    linarith

/-- Finite-size threshold: the open SSH chain with `N` cells and positive hoppings has an energy
with `|E| < |v - w|` if and only if `v / w < N / (N + 1)`. -/
theorem exists_gap_energy_iff (N : ℕ) {v w : ℝ} (hv : 0 < v) (hw : 0 < w) :
    (∃ E, IsEnergy N v w E ∧ |E| < |v - w|) ↔ v / w < (N : ℝ) / (N + 1) := by
  have hvw : 0 < v * w := mul_pos hv hw
  rw [div_lt_div_iff₀ hw (by positivity)]
  constructor
  · rintro ⟨E, hE, hlt⟩
    have hsq : E ^ 2 < (v - w) ^ 2 := sq_lt_sq.2 hlt
    obtain ⟨x, hx⟩ : ∃ x, v * w * x = v ^ 2 + w ^ 2 - E ^ 2 :=
      ⟨(v ^ 2 + w ^ 2 - E ^ 2) / (v * w), mul_div_cancel₀ _ hvw.ne'⟩
    have hx2 : 2 < x := by
      by_contra hc
      have := mul_le_mul_of_nonneg_left (not_lt.1 hc) hvw.le
      nlinarith
    have hs := secular_of_isEnergy hv.ne' hw.ne' hx hE
    obtain ⟨_, _, _, _, ⟨n, hn, _⟩, _⟩ := (isEnergy_iff_amplitudes N v w E).1 hE
    obtain ⟨m, rfl⟩ : ∃ m, N = m + 1 := ⟨N - 1, by omega⟩
    -- compare the secular ratio with linear growth
    have g := (envelope_growth hx2 m).2
    have p : 0 < envelope x (m + 1 + 1) := (envelope_growth hx2 (m + 1)).1
    have g' := mul_lt_mul_of_pos_left g hw
    rw [show m + 2 = m + 1 + 1 from rfl] at g'
    push_cast
    refine lt_of_mul_lt_mul_right ?_ p.le
    calc v * ((m : ℝ) + 1 + 1) * envelope x (m + 1 + 1)
        = w * (((m : ℝ) + 2) * envelope x (m + 1)) := by
          linear_combination ((m : ℝ) + 2) * hs
      _ < w * (((m : ℝ) + 1) * envelope x (m + 1 + 1)) := g'
      _ = ((m : ℝ) + 1) * w * envelope x (m + 1 + 1) := by ring
  · intro h
    have hN : 0 < N := by
      rcases Nat.eq_zero_or_pos N with h0 | h0
      · subst h0
        norm_num at h
        linarith
      · exact h0
    have hc : ∀ n, Continuous (fun x => envelope x n) ∧
        Continuous (fun x => envelope x (n + 1)) := by
      intro n
      induction n with
      | zero => exact ⟨(continuous_const : Continuous fun _ : ℝ => (0 : ℝ)),
          (continuous_const : Continuous fun _ : ℝ => (1 : ℝ))⟩
      | succ n ih => exact ⟨ih.2, (continuous_id.mul ih.2).sub ih.1⟩
    have h2 : ∀ n : ℕ, envelope 2 n = n ∧ envelope 2 (n + 1) = n + 1 := by
      intro n
      induction n with
      | zero => simp [envelope]
      | succ n ih =>
        refine ⟨by simp [ih.2], ?_⟩
        have r : envelope 2 (n + 1 + 1) = 2 * envelope 2 (n + 1) - envelope 2 n := rfl
        rw [r, ih.1, ih.2, Nat.cast_succ]
        ring
    -- the parameter belonging to zero energy
    obtain ⟨y, hy⟩ : ∃ y, v * w * y = v ^ 2 + w ^ 2 :=
      ⟨(v ^ 2 + w ^ 2) / (v * w), mul_div_cancel₀ _ hvw.ne'⟩
    have hy2 : 2 ≤ y := by
      refine le_of_mul_le_mul_left ?_ hvw
      nlinarith [sq_nonneg (v - w)]
    have hpos : ∀ n, 0 < v * envelope y (n + 1) - w * envelope y n := by
      intro n
      induction n with
      | zero => simpa [envelope] using hv
      | succ n ih =>
        have r : envelope y (n + 1 + 1) = y * envelope y (n + 1) - envelope y n := rfl
        have k : w * (v * envelope y (n + 1 + 1) - w * envelope y (n + 1))
            = v * (v * envelope y (n + 1) - w * envelope y n) := by
          rw [r]
          linear_combination envelope y (n + 1) * hy
        refine (mul_pos_iff_of_pos_left hw).1 ?_
        rw [k]
        exact mul_pos hv ih
    have hneg : v * envelope 2 (N + 1) - w * envelope 2 N < 0 := by
      rw [(h2 N).1, (h2 N).2]
      linarith
    -- the secular function changes sign between the band edge and zero energy
    have hcont : Continuous (fun x => v * envelope x (N + 1) - w * envelope x N) :=
      (continuous_const.mul (hc N).2).sub (continuous_const.mul (hc N).1)
    obtain ⟨x, ⟨hx2, hxy⟩, hx0⟩ :=
      intermediate_value_Ioo hy2 hcont.continuousOn ⟨hneg, hpos N⟩
    have hx0' : v * envelope x (N + 1) - w * envelope x N = 0 := hx0
    have u1 := mul_lt_mul_of_pos_left hx2 hvw
    have u2 := mul_lt_mul_of_pos_left hxy hvw
    have hp : 0 < v ^ 2 + w ^ 2 - v * w * x := by linarith
    have hsq := Real.sq_sqrt hp.le
    refine ⟨Real.sqrt (v ^ 2 + w ^ 2 - v * w * x),
      isEnergy_of_secular hN (Real.sqrt_pos.2 hp).ne' (x := x) (by linarith) (by linarith), ?_⟩
    apply sq_lt_sq.1
    rw [hsq]
    nlinarith

/-- For `0 < v < w`, an energy with `|E| < |v - w|` exists exactly when the number of cells exceeds
`v / (w - v)`. -/
theorem exists_gap_energy_iff_length (N : ℕ) {v w : ℝ} (hv : 0 < v) (hvw : v < w) :
    (∃ E, IsEnergy N v w E ∧ |E| < |v - w|) ↔ v / (w - v) < N := by
  have hw : 0 < w := hv.trans hvw
  rw [exists_gap_energy_iff N hv hw, div_lt_div_iff₀ hw (by positivity),
    div_lt_iff₀ (sub_pos.2 hvw)]
  constructor <;> intro h <;> nlinarith

/-- With `N ≥ 1` cells, intracell hopping `N` and intercell hopping `N + 1`, every energy of the
open chain has absolute value at least `1`. -/
theorem no_gap_energy_at_threshold {N : ℕ} (hN : 0 < N) {E : ℝ}
    (hE : IsEnergy N (N : ℝ) ((N : ℝ) + 1) E) : 1 ≤ |E| := by
  by_contra hc
  have hv : (0 : ℝ) < N := Nat.cast_pos.2 hN
  have hgap : |(N : ℝ) - ((N : ℝ) + 1)| = 1 := by
    rw [show (N : ℝ) - ((N : ℝ) + 1) = -1 by ring, abs_neg, abs_one]
  exact lt_irrefl _ ((exists_gap_energy_iff N hv (by positivity)).1
    ⟨E, hE, by rw [hgap]; exact not_le.1 hc⟩)

end

end SSHFiniteSizeThreshold
```

```lean
#print axioms SSHFiniteSizeThreshold.exists_gap_energy_iff
#print axioms SSHFiniteSizeThreshold.exists_gap_energy_iff_length
#print axioms SSHFiniteSizeThreshold.no_gap_energy_at_threshold
```

```
'SSHFiniteSizeThreshold.exists_gap_energy_iff' depends on axioms: [propext, Classical.choice, Quot.sound]
'SSHFiniteSizeThreshold.exists_gap_energy_iff_length' depends on axioms: [propext, Classical.choice, Quot.sound]
'SSHFiniteSizeThreshold.no_gap_energy_at_threshold' depends on axioms: [propext, Classical.choice, Quot.sound]
```

## An in-gap level is established, its localisation is not

`hamiltonian` is the real block matrix on `Fin N ⊕ Fin N`, A sites on the left and B sites on the right. `IsEnergy` asks for a nonzero real eigenvector, which loses nothing for a real symmetric matrix. `exists_gap_energy_iff` states the threshold for every natural `N`; at `N = 0` both sides are false. `exists_gap_energy_iff_length` is the minimum-length form, and `no_gap_energy_at_threshold` says that $v=N$, $w=N+1$ leaves every energy at $|E|\ge1$ when $N\ge1$.

The proof follows the derivation:

- `hamiltonian_apply` and `isEnergy_iff_amplitudes` turn the matrix problem into the amplitude equations with both walls.
- `secular_of_isEnergy` and `isEnergy_of_secular` give the two directions of the secular equation; `linear_combination` does the elimination.
- `envelope_growth` is the induction for $x>2$.
- `intermediate_value_Ioo` supplies the root. Its open interval keeps $E$ nonzero, as the division by $E$ requires.

The window $|E|<|v-w|$ is written directly into the theorem statements; the bulk bands and the winding number are not derived. The theorems don't count the in-gap levels or describe where their eigenvectors live. They cover chains of complete cells with positive nearest-neighbour hoppings, $v$ inside every cell and $w$ between neighbouring cells, without disorder, on-site energies or interactions. They concern exact eigenvalues, so a numerical eigensolver's error needs its own tolerance.
